# The first-order quartic zero-point shift of equal-frequency modes is rotation-invariant, but its diagonal part in general is not

Take two vibrational modes of the same frequency with the quartic potential $q_0^4+q_1^4$ in dimensionless normal coordinates, and drop every coupling between different modes. The first-order zero-point shift is then $3/2$. Turn the two modes by 45 degrees, which is an equally valid choice of normal modes, and the same recipe gives $3/4$. The molecule has not changed. With the couplings kept, the shift is $3/2$ in both cases, and a sum of this kind is invariant for any finite number of equal-frequency modes. This concerns the first-order quartic part of the VPT2 zero-point energy within one degenerate set; cubic terms are left out.

## Force constants, rotations and two shifts

```lean
import Mathlib

open Matrix

namespace QuarticModeRotation

noncomputable section

variable {ι : Type*} [Fintype ι] [DecidableEq ι]
```

The type `ι` is the finite set of mode labels. Its size is $n$.

```lean
/-- Real quartic force constants `φ i j k l` on a set of modes. -/
abbrev QuarticField (ι : Type*) := ι → ι → ι → ι → ℝ
```

A quartic field assigns a real number $\phi_{ijkl}$ to any four modes. Force constants that are fourth derivatives are fully symmetric in their indices, but the type does not require this.

```lean
/-- The potential of modes with common frequency `ω` and quartic force constants `φ`,
in dimensionless normal coordinates `q`. -/
def potential (ω : ℝ) (φ : QuarticField ι) (q : ι → ℝ) : ℝ :=
  ω / 2 * (q ⬝ᵥ q) +
    1 / 24 * ∑ i, ∑ j, ∑ k, ∑ l, φ i j k l * (q i * q j * q k * q l)
```

In dimensionless coordinates, with `q ⬝ᵥ q` standing for $\sum_i q_i^2$,
$$V(q)=\frac{\omega}{2}\sum_i q_i^2+\frac1{24}\sum_{ijkl}\phi_{ijkl}\,q_iq_jq_kq_l .$$
The single number $\omega$ encodes the equal frequencies; it is the harmonic energy quantum in units with $\hbar=1$.

```lean
/-- The quartic force constants in the new modes `Q a = ∑ i, R a i * q i`,
for an orthogonal matrix `R`. -/
def rotate (R : Matrix ι ι ℝ) (φ : QuarticField ι) : QuarticField ι :=
  fun a b c d => ∑ i, ∑ j, ∑ k, ∑ l, φ i j k l * (R a i * R b j * R c k * R d l)
```

New modes are $Q_a=\sum_i R_{ai}q_i$, and each index of $\phi$ is contracted with $R$:
$$\phi'_{abcd}=\sum_{ijkl}\phi_{ijkl}R_{ai}R_{bj}R_{ck}R_{dl}.$$

```lean
/-- The first-order quartic zero-point shift of equal-frequency modes, for fully symmetric
force constants in dimensionless normal coordinates. -/
def zeroPointShift (φ : QuarticField ι) : ℝ := 1 / 32 * ∑ i, ∑ j, φ i i j j
```

This formula enters as a definition. It comes from the harmonic ground state, where $\langle q_i^4\rangle=3/4$ and $\langle q_i^2q_j^2\rangle=1/4$ for $i\neq j$, and where averages with an odd power of some $q_i$ vanish. The four index positions can be split into two pairs in three ways, and for fully symmetric $\phi$ these give equal terms, so
$$\frac1{24}\Big[\frac34\sum_i\phi_{iiii}+\frac34\sum_{i\ne j}\phi_{iijj}\Big]=\frac1{32}\sum_{ij}\phi_{iijj}.$$
Symmetry is what gives the sum its physical meaning; its invariance holds without it.

```lean
/-- The first-order quartic zero-point shift with all couplings between different modes dropped. -/
def diagonalShift (φ : QuarticField ι) : ℝ := 1 / 32 * ∑ i, φ i i i i
```

Only the terms with $i=j$ are kept.

```lean
/-- The force constants of uncoupled quartic modes: 24 when all indices agree, else zero. -/
def pureQuartic : QuarticField ι :=
  fun i j k l => if i = j ∧ i = k ∧ i = l then 24 else 0
```

With $\phi_{iiii}=24$ and all else zero, the quartic potential is $\sum_i q_i^4$.

```lean
/-- The rotation of two modes by the angle `θ`. -/
def modeRotation (θ : ℝ) : Matrix (Fin 2) (Fin 2) ℝ :=
  !![Real.cos θ, Real.sin θ; -Real.sin θ, Real.cos θ]
```

Lean numbers the two modes 0 and 1. The matrix gives $Q_0=\cos\theta\,q_0+\sin\theta\,q_1$ and $Q_1=-\sin\theta\,q_0+\cos\theta\,q_1$.

## Three facts about sums

```lean
omit [DecidableEq ι] in
private lemma sum_inward (F : ι → ι → ι → ι → ι → ℝ) :
    ∑ a, ∑ i, ∑ j, ∑ k, ∑ l, F a i j k l = ∑ i, ∑ j, ∑ k, ∑ l, ∑ a, F a i j k l := by
  iterate 3 refine Finset.sum_comm.trans (Finset.sum_congr rfl fun _ _ => ?_)
  exact Finset.sum_comm
```

The outermost of five finite sums may be moved to the innermost place, by four exchanges of neighbouring sums.

```lean
private lemma columns {R : Matrix ι ι ℝ} (hR : Rᵀ * R = 1) (i j : ι) :
    ∑ a, R a i * R a j = if i = j then 1 else 0 := by
  simpa [Matrix.mul_apply, Matrix.one_apply] using congrFun (congrFun hR i) j
```

The hypothesis `Rᵀ * R = 1` says that $R$ is orthogonal. Read entry by entry, it says that the columns are orthonormal: $\sum_a R_{ai}R_{aj}=\delta_{ij}$.

```lean
private lemma sum_pure (F : QuarticField ι) :
    ∑ i, ∑ j, ∑ k, ∑ l, pureQuartic i j k l * F i j k l = 24 * ∑ i, F i i i i := by
  rw [Finset.mul_sum]
  refine Finset.sum_congr rfl fun i _ => ?_
  iterate 3
    refine (Finset.sum_eq_single i (fun j _ h => by simp [pureQuartic, h.symm])
      (by simp)).trans ?_
  rw [pureQuartic, if_pos ⟨rfl, rfl, rfl⟩]
```

Summed against the uncoupled field, any $F_{ijkl}$ leaves $24\sum_iF_{iiii}$. `Finset.sum_eq_single` removes the sums over $j$, $k$ and $l$ in turn.

## The rotated field describes the same potential

```lean
/-- For equal frequencies and an orthogonal `R`, the rotated force constants describe the
same potential, read in the rotated coordinates `Q`. -/
theorem potential_rotate {R : Matrix ι ι ℝ} (hR : Rᵀ * R = 1) (ω : ℝ)
    (φ : QuarticField ι) (Q : ι → ℝ) :
    potential ω (rotate R φ) Q = potential ω φ (Rᵀ *ᵥ Q) := by
  have hR' : R * Rᵀ = 1 := mul_eq_one_comm.mp hR
  have harm : (Rᵀ *ᵥ Q) ⬝ᵥ (Rᵀ *ᵥ Q) = Q ⬝ᵥ Q := by
    rw [Matrix.dotProduct_mulVec, Matrix.vecMul_transpose, Matrix.mulVec_mulVec, hR',
      Matrix.one_mulVec]
  let G : ι → ι → ι → ι → ι → ι → ι → ι → ℝ := fun a b c d i j k l =>
    φ i j k l * ((R a i * Q a) * (R b j * Q b) * (R c k * Q c) * (R d l * Q d))
  -- move the four sums over new modes inside the sums over old modes
  have swap : ∀ G : ι → ι → ι → ι → ι → ι → ι → ι → ℝ,
      ∑ a, ∑ b, ∑ c, ∑ d, ∑ i, ∑ j, ∑ k, ∑ l, G a b c d i j k l =
      ∑ i, ∑ j, ∑ k, ∑ l, ∑ a, ∑ b, ∑ c, ∑ d, G a b c d i j k l := by
    intro G
    have h1 := fun a b c => sum_inward (fun d i j k l => G a b c d i j k l)
    have h2 := fun a b => sum_inward (fun c i j k l => ∑ d, G a b c d i j k l)
    have h3 := fun a => sum_inward (fun b i j k l => ∑ c, ∑ d, G a b c d i j k l)
    have h4 := sum_inward (fun a i j k l => ∑ b, ∑ c, ∑ d, G a b c d i j k l)
    simp only [h1, h2, h3, h4]
  unfold potential
  rw [harm]
  congr 2
  refine Eq.trans ?_ ((swap G).trans ?_)
  · simp only [rotate, Finset.sum_mul]
    iterate 8 refine Finset.sum_congr rfl fun _ _ => ?_
    simp only [G]
    ring
  · iterate 4 refine Finset.sum_congr rfl fun _ _ => ?_
    simp only [G, Matrix.mulVec, dotProduct, Matrix.transpose_apply,
      ← Finset.mul_sum, ← Finset.sum_mul]
```

The old coordinates are $q=R^TQ$, written `Rᵀ *ᵥ Q`, and the theorem says $V'(Q)=V(R^TQ)$, where $V'$ has the force constants $\phi'$.

For the harmonic part, $q\cdot q=Q\cdot RR^TQ=Q\cdot Q$; this is `harm`. For the quartic part, insert $q_i=\sum_aR_{ai}Q_a$ four times and collect the factors of $R$ into $\phi'$:
$$\sum_{ijkl}\phi_{ijkl}\,q_iq_jq_kq_l=\sum_{abcd}\phi'_{abcd}\,Q_aQ_bQ_cQ_d .$$
The step `swap` reorders the eight sums, and the closing lines match the summands.

## The full shift is invariant

```lean
/-- For equal-frequency modes, the first-order quartic shift `(1/32) ∑ φ_iijj` is unchanged by every
orthogonal rotation of the modes. -/
theorem zeroPointShift_rotate {R : Matrix ι ι ℝ} (hR : Rᵀ * R = 1) (φ : QuarticField ι) :
    zeroPointShift (rotate R φ) = zeroPointShift φ := by
  unfold zeroPointShift
  congr 1
  calc ∑ a, ∑ b, rotate R φ a a b b
      = ∑ a, ∑ i, ∑ j, ∑ k, ∑ l, ∑ b, φ i j k l * (R a i * R a j * R b k * R b l) :=
        Finset.sum_congr rfl fun a _ =>
          sum_inward (fun b i j k l => φ i j k l * (R a i * R a j * R b k * R b l))
    _ = ∑ i, ∑ j, ∑ k, ∑ l, ∑ a, ∑ b, φ i j k l * (R a i * R a j * R b k * R b l) :=
        sum_inward (fun a i j k l => ∑ b, φ i j k l * (R a i * R a j * R b k * R b l))
    _ = ∑ i, ∑ j, ∑ k, ∑ l,
          (if i = j then 1 else 0) * ((if k = l then 1 else 0) * φ i j k l) := by
        -- orthonormal columns turn each pair of rotation factors into a Kronecker delta
        refine Finset.sum_congr rfl fun i _ => Finset.sum_congr rfl fun j _ =>
          Finset.sum_congr rfl fun k _ => Finset.sum_congr rfl fun l _ => ?_
        rw [← columns hR i j, ← columns hR k l, ← mul_assoc, Finset.sum_mul_sum,
          Finset.sum_mul]
        refine Finset.sum_congr rfl fun a _ => ?_
        rw [Finset.sum_mul]
        exact Finset.sum_congr rfl fun b _ => by ring
    _ = ∑ i, ∑ k, φ i i k k := by
        simp only [← Finset.mul_sum]
        simp
```

For every real $\phi$ and orthogonal $R$, the full shift is the same before and after rotation. By hand,
$$\sum_{ab}\phi'_{aabb}=\sum_{ijkl}\phi_{ijkl}\Big(\sum_aR_{ai}R_{aj}\Big)\Big(\sum_bR_{bk}R_{bl}\Big)=\sum_{ijkl}\phi_{ijkl}\,\delta_{ij}\delta_{kl}=\sum_{ik}\phi_{iikk}.$$
The `calc` block has the same stages: two uses of `sum_inward` bring the sums over $a$ and $b$ inside, `columns` produces the deltas, and `simp` evaluates them.

## The diagonal part depends on the orientation

```lean
/-- For uncoupled quartic modes, the diagonal-only shift after an orthogonal mode change `R` is
three quarters of the sum of the fourth powers of the entries of `R`. -/
theorem diagonalShift_rotate_pure (R : Matrix ι ι ℝ) :
    diagonalShift (rotate R pureQuartic) = 3 / 4 * ∑ a, ∑ i, R a i ^ 4 := by
  have h := fun a => sum_pure (fun i j k l => R a i * R a j * R a k * R a l)
  have p : ∀ x : ℝ, x * x * x * x = x ^ 4 := fun x => by ring
  simp only [diagonalShift, rotate, h]
  simp only [p, ← Finset.mul_sum]
  ring
```

For the uncoupled field, $\phi'_{aaaa}=24\sum_iR_{ai}^4$ by `sum_pure`. Multiplying by $1/32$ and summing over $a$ gives $\frac34\sum_{ai}R_{ai}^4$. The identity holds for any square $R$; its reading as a change to the modes $Q=Rq$ uses orthogonality.

```lean
/-- For `n ≥ 1` uncoupled quartic modes, the diagonal-only shift after an orthogonal rotation
lies between `3/4` and `3n/4`. -/
theorem diagonalShift_bounds [Nonempty ι] {R : Matrix ι ι ℝ} (hR : Rᵀ * R = 1) :
    3 / 4 ≤ diagonalShift (rotate R pureQuartic) ∧
      diagonalShift (rotate R pureQuartic) ≤ 3 / 4 * (Fintype.card ι : ℝ) := by
  have hc : ∀ i, ∑ a, R a i ^ 2 = 1 := fun i => by
    simpa [sq] using columns hR i i
  have p : ∀ x : ℝ, (x ^ 2) ^ 2 = x ^ 4 := fun x => by ring
  -- Cauchy-Schwarz in each column
  have lo : ∀ i, (1 : ℝ) ≤ (Fintype.card ι : ℝ) * ∑ a, R a i ^ 4 := fun i => by
    have h := sq_sum_le_card_mul_sum_sq (s := Finset.univ) (f := fun a => R a i ^ 2)
    simp only [hc, p, one_pow, Finset.card_univ] at h
    exact h
  -- no entry of an orthogonal matrix exceeds one in size
  have hi : ∀ i, ∑ a, R a i ^ 4 ≤ 1 := fun i => by
    rw [← hc i]
    refine Finset.sum_le_sum fun a _ => ?_
    have h1 : R a i ^ 2 ≤ 1 := by
      rw [← hc i]
      exact Finset.single_le_sum (f := fun b => R b i ^ 2)
        (fun b _ => sq_nonneg (R b i)) (Finset.mem_univ a)
    nlinarith [mul_nonneg (sq_nonneg (R a i)) (sub_nonneg.2 h1)]
  have hlo := Finset.sum_le_sum fun i (_ : i ∈ Finset.univ) => lo i
  have hhi := Finset.sum_le_sum fun i (_ : i ∈ Finset.univ) => hi i
  rw [← Finset.mul_sum] at hlo
  simp only [Finset.sum_const, Finset.card_univ, nsmul_eq_mul, mul_one] at hlo hhi
  have hn : (0 : ℝ) < Fintype.card ι := by exact_mod_cast Fintype.card_pos
  have hS : 1 ≤ ∑ i, ∑ a, R a i ^ 4 := le_of_mul_le_mul_left (by linarith) hn
  rw [diagonalShift_rotate_pure, Finset.sum_comm]
  constructor <;> linarith
```

For orthogonal $R$ and at least one mode, the diagonal shift lies between $3/4$ and $3n/4$. Each column satisfies $\sum_aR_{ai}^2=1$. Cauchy-Schwarz then gives $1\le n\sum_aR_{ai}^4$ (`lo`), and summing over the $n$ columns gives $1\le\sum_{ai}R_{ai}^4$. Conversely $R_{ai}^2\le1$ implies $R_{ai}^4\le R_{ai}^2$, so each column contributes at most 1 (`hi`) and the total is at most $n$. The upper bound is reached without any rotation. The lower bound is reached only if every entry of $R$ is $\pm1/\sqrt n$, which is possible for two modes but not for three.

```lean
/-- For the quartic potential `q0^4 + q1^4`, the diagonal-only shift depends on the angle `θ` by
which the two modes are rotated. -/
theorem diagonalShift_angle (θ : ℝ) :
    diagonalShift (rotate (modeRotation θ) pureQuartic) =
      3 / 2 * (1 - Real.sin (2 * θ) ^ 2 / 2) := by
  have h00 : modeRotation θ 0 0 = Real.cos θ := rfl
  have h01 : modeRotation θ 0 1 = Real.sin θ := rfl
  have h10 : modeRotation θ 1 0 = -Real.sin θ := rfl
  have h11 : modeRotation θ 1 1 = Real.cos θ := rfl
  rw [diagonalShift_rotate_pure, Real.sin_two_mul]
  simp only [Fin.sum_univ_two, h00, h01, h10, h11]
  linear_combination (3 / 2) * (Real.sin θ ^ 2 + Real.cos θ ^ 2 + 1) *
    Real.sin_sq_add_cos_sq θ
```

For two modes the sum of fourth powers is
$$2(\cos^4\theta+\sin^4\theta)=2(1-2\sin^2\theta\cos^2\theta)=2\Big(1-\frac{\sin^22\theta}{2}\Big),$$
and the factor $3/4$ gives the stated result. The `linear_combination` line supplies the multiple of $\sin^2\theta+\cos^2\theta=1$ that is needed.

```lean
/-- For `q0^4 + q1^4`, a 45 degree rotation of the modes leaves the full first-order shift unchanged
and halves the diagonal-only shift, whose unrotated value is `3/2`. -/
theorem diagonal_halves_at_45_degrees :
    zeroPointShift (rotate (modeRotation (Real.pi / 4)) pureQuartic) =
        zeroPointShift (pureQuartic : QuarticField (Fin 2)) ∧
      diagonalShift (rotate (modeRotation (Real.pi / 4)) pureQuartic) =
        diagonalShift (pureQuartic : QuarticField (Fin 2)) / 2 ∧
      diagonalShift (pureQuartic : QuarticField (Fin 2)) = 3 / 2 := by
  have horth : ∀ θ, (modeRotation θ)ᵀ * modeRotation θ = 1 := by
    intro θ
    ext i j
    fin_cases i <;> fin_cases j <;>
      simp [modeRotation, Matrix.mul_apply, Fin.sum_univ_two] <;>
      linarith [Real.sin_sq_add_cos_sq θ]
  have h0 : diagonalShift (pureQuartic : QuarticField (Fin 2)) = 3 / 2 := by
    norm_num [diagonalShift, pureQuartic]
  refine ⟨zeroPointShift_rotate (horth _) _, ?_, h0⟩
  rw [diagonalShift_angle, h0, show 2 * (Real.pi / 4) = Real.pi / 2 by ring,
    Real.sin_pi_div_two]
  norm_num

end

end QuarticModeRotation
```

```lean
#print axioms QuarticModeRotation.potential_rotate
#print axioms QuarticModeRotation.zeroPointShift_rotate
#print axioms QuarticModeRotation.diagonalShift_bounds
#print axioms QuarticModeRotation.diagonal_halves_at_45_degrees
```

```
'QuarticModeRotation.potential_rotate' depends on axioms: [propext, Classical.choice, Quot.sound]
'QuarticModeRotation.zeroPointShift_rotate' depends on axioms: [propext, Classical.choice, Quot.sound]
'QuarticModeRotation.diagonalShift_bounds' depends on axioms: [propext, Classical.choice, Quot.sound]
'QuarticModeRotation.diagonal_halves_at_45_degrees' depends on axioms: [propext, Classical.choice, Quot.sound]
```

The three parts say that at 45 degrees the full shift is unchanged, that the diagonal shift is half its unrotated value, and that this unrotated value is $3/2$. The proof checks that `modeRotation` is orthogonal (`horth`), applies the invariance theorem, and sets $\sin(\pi/2)=1$ in the angle formula.

## The 45 degree case in numbers

Here $q_0=(Q_0-Q_1)/\sqrt2$ and $q_1=(Q_0+Q_1)/\sqrt2$, so
$$q_0^4+q_1^4=\tfrac12Q_0^4+3Q_0^2Q_1^2+\tfrac12Q_1^4 .$$
The new constants are $\phi'_{0000}=\phi'_{1111}=12$ and $\phi'_{0011}=\phi'_{1100}=12$. The full shift is $48/32=3/2$, and the diagonal one is $24/32=3/4$. The missing half has moved into the coupling.

## Degenerate modes from a Hessian

When a program diagonalises a mass-weighted Hessian with a doubly degenerate eigenvalue, it returns some orthonormal pair of vectors in that eigenspace, and any rotation of the pair would serve equally well. Quartic constants can then be computed as derivatives along the returned vectors and scaled to dimensionless coordinates. For this pair the full first-order quartic shift is $(\phi_{0000}+\phi_{1111}+2\phi_{0011})/32$, and its value is the same whichever pair was returned. Without the last term, the number can depend on that choice, as it does for $q_0^4+q_1^4$.
